# On an infinite one-dimensional grid, a one-site attractive well has exactly one bound-state energy, above the continuum delta-well value

A real-space program can be tested on an attractive delta well in one dimension: put the well on one grid point, with depth $g/h$, compute the bound-state energy, and compare it with the continuum value, which is $-g^2/2$ in units $\hbar=m=1$. For one particle on an infinite uniform grid with the three-point Laplacian, the difference is known in closed form. It is positive and at most $g^4h^2/8$, where $g$ is the well strength and $h$ the spacing, so an energy below $-g^2/2$ in this test has a cause other than the three-point formula.

## The grid model and what counts as bound

In units $\hbar=m=1$, the continuum potential $-g\,\delta(x)$ becomes $-g/h$ at site 0, because a site represents a length $h$. The eigenvalue equation is
$$-\frac{\psi_{j+1}-2\psi_j+\psi_{j-1}}{2h^2}-\frac gh\,\delta_{j0}\,\psi_j=E\psi_j .$$

```lean
import Mathlib

open Filter Topology

namespace GridDeltaWell

noncomputable section

/-- The three-point Hamiltonian with spacing `h ≠ 0` and potential `-g/h` at site 0 only. -/
def gridHamiltonian (g h : ℝ) (ψ : ℤ → ℂ) (j : ℤ) : ℂ :=
  -(ψ (j + 1) - 2 * ψ j + ψ (j - 1)) / (2 * (h : ℂ) ^ 2)
    - (if j = 0 then (g : ℂ) / h else 0) * ψ j
```

A wavefunction is any function `ℤ → ℂ`, and the Hamiltonian is a difference formula, with no Hilbert space behind it. A bound state must be nonzero, satisfy the equation at every site, and tend to zero at both ends (`atTop`, `atBot`). Square summability is not required.

```lean
/-- A bound state of energy `E`: a nonzero eigenvector that tends to zero at both infinities. -/
structure IsBoundState (g h : ℝ) (E : ℂ) (ψ : ℤ → ℂ) : Prop where
  nonzero : ψ ≠ 0
  eigen : ∀ j, gridHamiltonian g h ψ j = E * ψ j
  right : Tendsto ψ atTop (𝓝 0)
  left : Tendsto ψ atBot (𝓝 0)
```

Set $s=\sqrt{1+g^2h^2}$ and $r=s-gh$. The claimed energy is $(1-s)/h^2$ and the claimed orbital is $r^{|j|}$, which equals 1 at the well. Normalised by $h\sum_j|\psi_j|^2=1$, it is $\sqrt{g/s}\;r^{|j|}$.

```lean
/-- The energy `(1 - √(1 + g²h²))/h²`, for `h ≠ 0`. -/
def boundEnergy (g h : ℝ) : ℝ := (1 - √(1 + g ^ 2 * h ^ 2)) / h ^ 2

/-- The ratio `√(1 + g²h²) - gh`. -/
def decayRatio (g h : ℝ) : ℝ := √(1 + g ^ 2 * h ^ 2) - g * h

/-- The orbital whose value at site `j` is the decay ratio to the power `|j|`. -/
def boundOrbital (g h : ℝ) (j : ℤ) : ℂ := ((decayRatio g h ^ j.natAbs : ℝ) : ℂ)
```

## Positive spacing, $h>0$

The spacing is a length. By hand it is used to multiply the equation by $-2h^2$, which gives, with $c=1-h^2E$,
$$\psi_{j+1}+\psi_{j-1}=2(c-gh\,\delta_{j0})\psi_j .$$
`eigen_iff_recurrence` proves this equivalence and needs only $h\neq0$. At $h=0$ there is no difference quotient; a negative $h$ would turn the well into a barrier. The lemma before it collects the facts about $s$ for $g>0$, including $s>1$, so that later steps are polynomial algebra without square roots.

```lean
/-- Energy and decay ratio are both expressed by one number `s > 1` with `s² = 1 + g²h²`. -/
theorem energy_and_ratio {g h : ℝ} (hg : 0 < g) (hh : 0 < h) :
    ∃ s : ℝ, 1 < s ∧ s ^ 2 = 1 + g ^ 2 * h ^ 2 ∧
      h ^ 2 * boundEnergy g h = 1 - s ∧ decayRatio g h = s - g * h := by
  have hx : 0 < g ^ 2 * h ^ 2 := by positivity
  have hs : √(1 + g ^ 2 * h ^ 2) ^ 2 = 1 + g ^ 2 * h ^ 2 := Real.sq_sqrt (by positivity)
  refine ⟨√(1 + g ^ 2 * h ^ 2), ?_, hs, ?_, rfl⟩
  · exact lt_of_pow_lt_pow_left₀ 2 (Real.sqrt_nonneg _) (by rw [hs]; linarith)
  · exact mul_div_cancel₀ _ (pow_ne_zero 2 hh.ne')

/-- The eigenvalue equation at site `j` is a three-term recurrence. -/
theorem eigen_iff_recurrence {g h : ℝ} (hh : h ≠ 0) (E : ℂ) (ψ : ℤ → ℂ) (j : ℤ) :
    gridHamiltonian g h ψ j = E * ψ j ↔
      ψ (j + 1) + ψ (j - 1) =
        2 * (1 - (h : ℂ) ^ 2 * E - (if j = 0 then (g : ℂ) * h else 0)) * ψ j := by
  have hC : (h : ℂ) ≠ 0 := Complex.ofReal_ne_zero.2 hh
  have key : gridHamiltonian g h ψ j - E * ψ j =
      -(ψ (j + 1) + ψ (j - 1) -
        2 * (1 - (h : ℂ) ^ 2 * E - (if j = 0 then (g : ℂ) * h else 0)) * ψ j)
        / (2 * (h : ℂ) ^ 2) := by
    unfold gridHamiltonian
    split_ifs <;> field_simp <;> ring
  constructor
  · intro H
    rw [H, sub_self] at key
    have h0 := (div_eq_zero_iff.1 key.symm).resolve_right
      (mul_ne_zero two_ne_zero (pow_ne_zero 2 hC))
    linear_combination -h0
  · intro H
    rw [H, sub_self, neg_zero, zero_div] at key
    exact sub_eq_zero.1 key
```

## Decay at both infinities

Decay excludes waves that extend to infinity. For $g>0$ and $h>0$ the orbital $r^{|j|}$ is also square-summable, so requiring square summability would leave the same bound states. Let $u_n$ be $\psi_n$ or $\psi_{-n}$ for $n\ge0$. Away from the well, $u_{n+2}=2cu_{n+1}-u_n$. Define
$$Q_n=u_{n+1}^2-2cu_{n+1}u_n+u_n^2 ,$$
with squares and not moduli. Then
$$Q_{n+1}=u_{n+2}(u_{n+2}-2cu_{n+1})+u_{n+1}^2=-u_{n+2}u_n+u_{n+1}^2=Q_n .$$
Since $u_n\to0$, also $Q_n\to0$, and a constant with limit zero is zero.

Without decay, the recurrence can be solved outwards from any two neighbouring values, so every complex $E$ would have nonzero eigenvectors.

```lean
/-- For a decaying solution of the free recurrence on a half-line, the conserved quadratic form
of neighbouring amplitudes is zero. -/
theorem conserved_form_zero {u : ℕ → ℂ} {c : ℂ}
    (hu : ∀ n, u (n + 2) = 2 * c * u (n + 1) - u n) (hlim : Tendsto u atTop (𝓝 0)) (n : ℕ) :
    u (n + 1) ^ 2 - 2 * c * u (n + 1) * u n + u n ^ 2 = 0 := by
  have hc : ∀ n, u (n + 1) ^ 2 - 2 * c * u (n + 1) * u n + u n ^ 2 =
      u 1 ^ 2 - 2 * c * u 1 * u 0 + u 0 ^ 2 := by
    intro n
    induction n with
    | zero => simp only [zero_add]
    | succ n ih =>
      have e : u (n + 1 + 1) = 2 * c * u (n + 1) - u n := hu n
      rw [e]
      linear_combination ih
  have h1 : Tendsto (fun n => u (n + 1)) atTop (𝓝 0) := hlim.comp (tendsto_add_atTop_nat 1)
  have hQ := ((h1.pow 2).sub ((h1.const_mul (2 * c)).mul hlim)).add (hlim.pow 2)
  have e := tendsto_nhds_unique (hQ.congr hc) tendsto_const_nhds
  linear_combination hc n - e
```

The proof turns on `tendsto_nhds_unique`: a sequence in ℂ has at most one limit. Here `hQ` gives the limit of $Q_n$ from the limits of its factors, and `hQ.congr hc` transfers it to the constant sequence $Q_0$. That sequence also tends to $Q_0$, so the two limits agree. No solution formula is needed, and no case split on $c$.

The next lemma says that if $u_1=au_0$ and $a^2-2ca+1=0$, then $u_n=a^nu_0$. Inductively, $u_{n+1}=au_n$ gives $u_{n+2}=(2ca-1)u_n=a^2u_n=au_{n+1}$.

```lean
/-- A solution of the free recurrence whose first ratio `a` solves `a² - 2ca + 1 = 0` is
geometric. -/
theorem geometric_solution {u : ℕ → ℂ} {c a : ℂ}
    (hu : ∀ n, u (n + 2) = 2 * c * u (n + 1) - u n) (h1 : u 1 = a * u 0)
    (ha : a ^ 2 - 2 * c * a + 1 = 0) (n : ℕ) : u n = a ^ n * u 0 := by
  have step : ∀ n, u (n + 1) = a * u n := by
    intro n
    induction n with
    | zero => exact h1
    | succ n ih =>
      have e : u (n + 1 + 1) = 2 * c * u (n + 1) - u n := hu n
      rw [e]
      linear_combination (2 * c - a) * ih - u n * ha
  induction n with
  | zero => simp
  | succ n ih => rw [step, ih]; ring
```

## Attraction, $g>0$

A positive $g$ makes the site attractive. It gives $g^2h^2<s^2<(1+gh)^2$, hence $0<r<1$, and $r^{|j|}$ decays. The orbital solves the recurrence with $c=s$: away from the well because $r^2-2sr+1=0$, and at site 0 because $2r=2(s-gh)$. The proof checks negative, zero and positive $j$ separately, with `linear_combination` supplying these identities.

At $g=0$ we get $r=1$, and the orbital is constant and unbound. For $g<0$, the same algebra by hand gives a sign-alternating state at $(1+s)/h^2$, above the band of free grid energies.

```lean
/-- The exponential orbital is a bound state with energy `boundEnergy g h`. -/
theorem boundOrbital_isBoundState {g h : ℝ} (hg : 0 < g) (hh : 0 < h) :
    IsBoundState g h (boundEnergy g h) (boundOrbital g h) := by
  obtain ⟨s, hs1, hs2, hE, hr⟩ := energy_and_ratio hg hh
  have hgh : 0 < g * h := mul_pos hg hh
  have r0 : 0 < decayRatio g h := by
    have : g * h < s := lt_of_pow_lt_pow_left₀ 2 (by linarith) (by rw [hs2]; nlinarith)
    linarith
  have r1 : decayRatio g h < 1 := by
    have : s < 1 + g * h := lt_of_pow_lt_pow_left₀ 2 (by linarith) (by rw [hs2]; nlinarith)
    linarith
  have hEC : (h : ℂ) ^ 2 * (boundEnergy g h : ℂ) = 1 - s := by exact_mod_cast hE
  have hrC : (decayRatio g h : ℂ) = s - g * h := by exact_mod_cast hr
  have hsC : (s : ℂ) ^ 2 = 1 + (g : ℂ) ^ 2 * (h : ℂ) ^ 2 := by exact_mod_cast hs2
  have hq : (decayRatio g h : ℂ) ^ 2 - 2 * s * (decayRatio g h : ℂ) + 1 = 0 := by
    rw [hrC]
    linear_combination -hsC
  have ht : Tendsto (fun n : ℕ => ((decayRatio g h ^ n : ℝ) : ℂ)) atTop (𝓝 0) := by
    have := (Complex.continuous_ofReal.tendsto (0 : ℝ)).comp
      (tendsto_pow_atTop_nhds_zero_of_lt_one r0.le r1)
    rw [Complex.ofReal_zero] at this
    exact this
  refine ⟨fun H => ?_, fun j => (eigen_iff_recurrence hh.ne' _ _ j).2 ?_, ?_, ?_⟩
  · have := congrFun H 0
    simp [boundOrbital] at this
  · simp only [boundOrbital]
    rcases lt_trichotomy j 0 with hj | rfl | hj
    · obtain ⟨n, rfl⟩ : ∃ n : ℕ, j = -((n : ℤ) + 1) := ⟨(-j - 1).toNat, by omega⟩
      rw [if_neg (by omega), show (-((n : ℤ) + 1) + 1).natAbs = n by omega,
        show (-((n : ℤ) + 1) - 1).natAbs = n + 2 by omega,
        show (-((n : ℤ) + 1)).natAbs = n + 1 by omega]
      push_cast
      linear_combination (decayRatio g h : ℂ) ^ n * hq + 2 * (decayRatio g h : ℂ) ^ (n + 1) * hEC
    · rw [if_pos rfl, show ((0 : ℤ) + 1).natAbs = 1 from rfl,
        show ((0 : ℤ) - 1).natAbs = 1 from rfl, Int.natAbs_zero]
      push_cast
      linear_combination 2 * hrC + 2 * hEC
    · obtain ⟨n, rfl⟩ : ∃ n : ℕ, j = (n : ℤ) + 1 := ⟨(j - 1).toNat, by omega⟩
      rw [if_neg (by omega), show ((n : ℤ) + 1 + 1).natAbs = n + 2 by omega,
        show ((n : ℤ) + 1 - 1).natAbs = n by omega, show ((n : ℤ) + 1).natAbs = n + 1 by omega]
      push_cast
      linear_combination (decayRatio g h : ℂ) ^ n * hq + 2 * (decayRatio g h : ℂ) ^ (n + 1) * hEC
  · exact ht.comp (tendsto_atTop.2 fun b =>
      (eventually_ge_atTop (b : ℤ)).mono fun j hj => by omega)
  · exact ht.comp (tendsto_atTop.2 fun b =>
      (eventually_le_atBot (-(b : ℤ))).mono fun j hj => by omega)
```

## A nonzero wavefunction

The zero function describes no particle, yet it satisfies the equation for every $E$. Excluding it forces $\psi_0\ne0$: if $u_0=0$, then $Q_0=0$ gives $u_1=0$, and so on along both half-lines.

Subtracting the relations $Q_0=0$ for the two sides and using the equation at site 0 gives
$$(\psi_1-\psi_{-1})\,2gh\,\psi_0=0 .$$
Since $g$, $h$ and $\psi_0$ are nonzero, $\psi_1=\psi_{-1}=a\psi_0$ with $a=c-gh$. Then $Q_0=0$ becomes
$$a^2-2ca+1=1+g^2h^2-c^2=0,$$
so $c=\pm s$, and $\psi_{\pm n}=a^n\psi_0$. For $c=-s$, $|a|=s+gh>1$ because $g$ and $h$ are positive, and this contradicts decay. Hence $c=s$, $a=r$ and $E=(1-s)/h^2$.

The proof follows this order: `p0`, `hsym`, `ha`, `gu` and `gv`, then `hcs`. It also shows that the bound state is unique up to a factor.

```lean
/-- Every bound state has energy `boundEnergy g h` and is a multiple of the exponential orbital. -/
theorem bound_state_unique {g h : ℝ} (hg : 0 < g) (hh : 0 < h) {E : ℂ} {ψ : ℤ → ℂ}
    (H : IsBoundState g h E ψ) :
    E = boundEnergy g h ∧ ∀ j, ψ j = ψ 0 * boundOrbital g h j := by
  obtain ⟨s, hs1, hs2, hE, hr⟩ := energy_and_ratio hg hh
  have hgh : 0 < g * h := mul_pos hg hh
  have hC : (h : ℂ) ≠ 0 := Complex.ofReal_ne_zero.2 hh.ne'
  have hgC : (g : ℂ) ≠ 0 := Complex.ofReal_ne_zero.2 hg.ne'
  have hEC : (h : ℂ) ^ 2 * (boundEnergy g h : ℂ) = 1 - s := by exact_mod_cast hE
  have hrC : (decayRatio g h : ℂ) = s - g * h := by exact_mod_cast hr
  have hsC : (s : ℂ) ^ 2 = 1 + (g : ℂ) ^ 2 * (h : ℂ) ^ 2 := by exact_mod_cast hs2
  obtain ⟨c, hc⟩ : ∃ c : ℂ, c = 1 - (h : ℂ) ^ 2 * E := ⟨_, rfl⟩
  have hrec := fun j => (eigen_iff_recurrence hh.ne' E ψ j).1 (H.eigen j)
  simp only [← hc] at hrec
  -- the free recurrence on the two half-lines
  have hu : ∀ n : ℕ, ψ ((n + 2 : ℕ) : ℤ) = 2 * c * ψ ((n + 1 : ℕ) : ℤ) - ψ (n : ℤ) := by
    intro n
    have e := hrec ((n + 1 : ℕ) : ℤ)
    rw [if_neg (by omega), show ((n + 1 : ℕ) : ℤ) + 1 = ((n + 2 : ℕ) : ℤ) by omega,
      show ((n + 1 : ℕ) : ℤ) - 1 = (n : ℤ) by omega] at e
    linear_combination e
  have hv : ∀ n : ℕ, ψ (-((n + 2 : ℕ) : ℤ)) = 2 * c * ψ (-((n + 1 : ℕ) : ℤ)) - ψ (-(n : ℤ)) := by
    intro n
    have e := hrec (-((n + 1 : ℕ) : ℤ))
    rw [if_neg (by omega), show -((n + 1 : ℕ) : ℤ) + 1 = -(n : ℤ) by omega,
      show -((n + 1 : ℕ) : ℤ) - 1 = -((n + 2 : ℕ) : ℤ) by omega] at e
    linear_combination e
  have lu : Tendsto (fun n : ℕ => ψ (n : ℤ)) atTop (𝓝 0) :=
    H.right.comp tendsto_natCast_atTop_atTop
  have lv : Tendsto (fun n : ℕ => ψ (-(n : ℤ))) atTop (𝓝 0) :=
    H.left.comp (tendsto_neg_atTop_atBot.comp tendsto_natCast_atTop_atTop)
  have qu := conserved_form_zero (u := fun n : ℕ => ψ (n : ℤ)) hu lu
  have qv := conserved_form_zero (u := fun n : ℕ => ψ (-(n : ℤ))) hv lv
  -- the amplitude at the well cannot vanish
  have p0 : ψ 0 ≠ 0 := by
    intro z
    have zu : ∀ n : ℕ, ψ (n : ℤ) = 0 := by
      intro n
      induction n with
      | zero => exact z
      | succ n ih =>
        have e := qu n
        simp only [ih] at e
        exact (pow_eq_zero_iff two_ne_zero).1 (by linear_combination e)
    have zv : ∀ n : ℕ, ψ (-(n : ℤ)) = 0 := by
      intro n
      induction n with
      | zero => exact z
      | succ n ih =>
        have e := qv n
        simp only [ih] at e
        exact (pow_eq_zero_iff two_ne_zero).1 (by linear_combination e)
    apply H.nonzero
    funext j
    obtain ⟨n, rfl | rfl⟩ := Int.eq_nat_or_neg j
    · exact zu n
    · exact zv n
  have q1 : ψ 1 ^ 2 - 2 * c * ψ 1 * ψ 0 + ψ 0 ^ 2 = 0 := qu 0
  have q2 : ψ (-1) ^ 2 - 2 * c * ψ (-1) * ψ 0 + ψ 0 ^ 2 = 0 := qv 0
  have h0 := hrec 0
  rw [if_pos rfl, zero_add, zero_sub] at h0
  -- the orbital is symmetric about the well
  have hsym : ψ 1 = ψ (-1) := by
    have e : (ψ 1 - ψ (-1)) * (2 * (g * h) * ψ 0) = 0 := by
      linear_combination (ψ 1 - ψ (-1)) * h0 - q1 + q2
    exact sub_eq_zero.1 ((mul_eq_zero.1 e).resolve_right
      (mul_ne_zero (mul_ne_zero two_ne_zero (mul_ne_zero hgC hC)) p0))
  have a1 : ψ 1 = (c - g * h) * ψ 0 := by linear_combination (h0 + hsym) / 2
  have a2 : ψ (-1) = (c - g * h) * ψ 0 := by rw [← hsym, a1]
  have ha : (c - g * h) ^ 2 - 2 * c * (c - g * h) + 1 = 0 := by
    rw [a1] at q1
    refine (mul_eq_zero.1 ?_).resolve_right (pow_ne_zero 2 p0)
    linear_combination q1
  have gu : ∀ n : ℕ, ψ (n : ℤ) = (c - g * h) ^ n * ψ 0 :=
    geometric_solution (u := fun n : ℕ => ψ (n : ℤ)) hu a1 ha
  have gv : ∀ n : ℕ, ψ (-(n : ℤ)) = (c - g * h) ^ n * ψ 0 :=
    geometric_solution (u := fun n : ℕ => ψ (-(n : ℤ))) hv a2 ha
  -- decay selects the positive root
  have hcs : c = s := by
    have e : (c - s) * (c + s) = 0 := by linear_combination -ha - hsC
    rcases mul_eq_zero.1 e with e | e
    · exact sub_eq_zero.1 e
    · exfalso
      have ea : c - g * h = ((-(s + g * h) : ℝ) : ℂ) := by
        push_cast
        linear_combination e
      have hn : 1 ≤ ‖c - g * h‖ := by
        rw [ea, Complex.norm_real, Real.norm_eq_abs, abs_neg, abs_of_pos (by linarith)]
        linarith
      have hle : ‖ψ 0‖ ≤ ‖(0 : ℂ)‖ := ge_of_tendsto' lu.norm fun n => by
        rw [gu n, norm_mul, norm_pow]
        exact le_mul_of_one_le_left (norm_nonneg _) (one_le_pow₀ hn)
      rw [norm_zero] at hle
      exact p0 (norm_le_zero_iff.1 hle)
  refine ⟨mul_left_cancel₀ (pow_ne_zero 2 hC) (by linear_combination -hEC + hc - hcs), ?_⟩
  have har : c - g * h = (decayRatio g h : ℂ) := by rw [hcs, hrC]
  intro j
  obtain ⟨n, rfl | rfl⟩ := Int.eq_nat_or_neg j
  · rw [gu n, har, boundOrbital, show (n : ℤ).natAbs = n by omega, Complex.ofReal_pow, mul_comm]
  · rw [gv n, har, boundOrbital, show (-(n : ℤ)).natAbs = n by omega, Complex.ofReal_pow, mul_comm]
```

## The error, and no assumption on $E$

Since $g^2=(s^2-1)/h^2$,
$$E+\frac{g^2}2=\frac{(s-1)^2}{2h^2}>0,\qquad s-1=\frac{g^2h^2}{s+1}\le\frac{g^2h^2}2 ,$$
which gives the bound $g^4h^2/8$. Lean proves this bound directly, in the form $(s-1)^2\le(s^2-1)^2/4$: the right side minus the left is $(s-1)^3(s+3)/4\ge0$.

```lean
/-- The grid energy lies above the continuum value `-g²/2` by at most `g⁴h²/8`. -/
theorem discretisation_error {g h : ℝ} (hg : 0 < g) (hh : 0 < h) :
    0 < boundEnergy g h - (-g ^ 2 / 2) ∧
      boundEnergy g h - (-g ^ 2 / 2) ≤ g ^ 4 * h ^ 2 / 8 := by
  obtain ⟨s, hs1, hs2, hE, -⟩ := energy_and_ratio hg hh
  have hp : 0 < 2 * h ^ 2 := by positivity
  have e : boundEnergy g h - (-g ^ 2 / 2) = (s - 1) ^ 2 / (2 * h ^ 2) := by
    rw [eq_div_iff hp.ne']
    linear_combination 2 * hE - hs2
  have hs0 : 0 < s - 1 := by linarith
  rw [e]
  refine ⟨by positivity, ?_⟩
  rw [div_le_iff₀ hp]
  have e2 : g ^ 4 * h ^ 2 / 8 * (2 * h ^ 2) = (s ^ 2 - 1) ^ 2 / 4 := by
    rw [hs2]
    ring
  have e3 : 0 ≤ (s - 1) ^ 3 * (s + 3) := mul_nonneg (by positivity) (by linarith)
  rw [e2]
  linarith [show (s ^ 2 - 1) ^ 2 / 4 - (s - 1) ^ 2 = (s - 1) ^ 3 * (s + 3) / 4 by ring]
```

As $h\to0$ at fixed $g$, the error divided by $h^2$ tends to $g^4/8$, and the normalised orbital at $x=jh$ tends to $\sqrt g\,e^{-g|x|}$.

For $g>0$ and $h>0$, the final theorem quantifies over every `E : ℂ`: a bound state exists if and only if $E$ is the stated number. That $E$ is real and negative is a conclusion. The continuum energy enters only as the number $-g^2/2$; the continuum problem is not solved in the file. Finite boxes, wells between grid points and interacting particles are not covered.

```lean
/-- A bound state of energy `E` exists exactly when `E = (1 - √(1 + g²h²))/h²`; this energy is
negative and exceeds the continuum value `-g²/2`. -/
theorem grid_delta_well {g h : ℝ} (hg : 0 < g) (hh : 0 < h) :
    (∀ E : ℂ, (∃ ψ, IsBoundState g h E ψ) ↔
      E = (((1 - √(1 + g ^ 2 * h ^ 2)) / h ^ 2 : ℝ) : ℂ)) ∧
    (1 - √(1 + g ^ 2 * h ^ 2)) / h ^ 2 < 0 ∧
    -g ^ 2 / 2 < (1 - √(1 + g ^ 2 * h ^ 2)) / h ^ 2 := by
  change (∀ E : ℂ, (∃ ψ, IsBoundState g h E ψ) ↔ E = (boundEnergy g h : ℂ)) ∧
    boundEnergy g h < 0 ∧ -g ^ 2 / 2 < boundEnergy g h
  refine ⟨fun E => ⟨?_, ?_⟩, ?_, sub_pos.1 (discretisation_error hg hh).1⟩
  · rintro ⟨ψ, H⟩
    exact (bound_state_unique hg hh H).1
  · rintro rfl
    exact ⟨_, boundOrbital_isBoundState hg hh⟩
  · obtain ⟨s, hs1, -, hE, -⟩ := energy_and_ratio hg hh
    have hp : 0 < h ^ 2 := by positivity
    by_contra hn
    have := mul_nonneg hp.le (not_lt.1 hn)
    linarith

end

end GridDeltaWell
```

```lean
#print axioms GridDeltaWell.grid_delta_well
-- 'GridDeltaWell.grid_delta_well' depends on axioms: [propext, Classical.choice, Quot.sound]
```
